# Linear mixing with a symmetric semidefinite response in finite dimension: drift along the kernel for steps with aL ≤ 2

A self-consistent-field loop feeds an input x, a density or a potential expanded in a finite basis, into a map F and compares the output F(x) with the input. Linear mixing moves the input a fraction a > 0 of the way towards the output,

    x(n+1) = x(n) + a (F(x(n)) − x(n)).

If F is affine, F(x) = b + Jx with a fixed vector b and a linear map J, then with E = 1 − J

    x(n+1) = x(n) − a (E x(n) − b),

and self-consistency is the equation Ey = b. When E has a zero mode this equation may have no solution. A lattice Poisson problem in a periodic cell shows this: E is the graph Laplacian (minus the second-difference operator, hence positive semidefinite), a constant potential is annihilated, and a source b with net charge cannot be matched. The question is what the iterates do then. Let P be the orthogonal projector onto ker E. For E symmetric and positive semidefinite on a finite-dimensional space, with eigenvalues at most L and aL ≤ 2, the answer is x(n)/n → aPb, with bounded iterates exactly when Pb = 0. In a strictly linear model with symmetric response, then, a charge or potential that keeps sliding at constant speed under a step with aL ≤ 2 signals a source component that no choice of step removes.

## The response operator and the iteration

The inputs live in a real vector space V with inner product ⟨u, v⟩, written `⟪u, v⟫_ℝ`.

```lean
import Mathlib

open Filter Topology
open scoped InnerProductSpace

namespace LinearMixingDrift

noncomputable section

variable {V : Type*} [NormedAddCommGroup V] [InnerProductSpace ℝ V]
```

Three properties of E are postulated. Symmetry, ⟨Eu, v⟩ = ⟨u, Ev⟩, says that E is the Hessian of the quadratic function ½⟨x, Ex⟩ − ⟨b, x⟩, whose gradient is Ex − b. It is assumed, not derived from any electronic-structure functional, and it refers to the chosen inner product. The condition ⟨v, Ev⟩ ≥ 0 says that this function is convex, with flat directions allowed. The number L bounds the stiffest mode: every μ with Ev = μv for some v ≠ 0 obeys μ ≤ L. It need not be an eigenvalue itself.

```lean
/-- The response operator `E` is symmetric, positive semidefinite, and its eigenvalues are
at most `L`. -/
structure IsResponse (E : V →ₗ[ℝ] V) (L : ℝ) : Prop where
  sym : E.IsSymmetric
  nonneg : ∀ v, 0 ≤ ⟪v, E v⟫_ℝ
  eig_le : ∀ (μ : ℝ) (v : V), v ≠ 0 → E v = μ • v → μ ≤ L
```

The sequence `mix E b a x₀ n` is x(n) started from x(0) = x₀. The step is constant and no history of earlier iterates is used.

```lean
/-- Linear mixing with step `a`: `x(0) = x₀` and `x(n+1) = x(n) - a (E x(n) - b)`. -/
def mix (E : V →ₗ[ℝ] V) (b : V) (a : ℝ) (x₀ : V) : ℕ → V
  | 0 => x₀
  | n + 1 => mix E b a x₀ n - a • (E (mix E b a x₀ n) - b)
```

## One mode without source

Let w(n) be the iteration with b = 0 started from a vector z, so w(n+1) = w(n) − aE w(n). For Ee = μe, symmetry moves E onto e:

    ⟨e, w(n+1)⟩ = ⟨e, w(n)⟩ − a⟨Ee, w(n)⟩ = (1 − aμ) ⟨e, w(n)⟩,

    ⟨e, w(n)⟩ = (1 − aμ)ⁿ ⟨e, z⟩.

In the induction, the rewrite `← hE e` is the move of E across the inner product, and `ring` collects the powers.

```lean
/-- Without source, the component along an eigenvector of eigenvalue `μ` is multiplied by
`(1 - aμ)^n` after `n` steps. -/
theorem mix_mode {E : V →ₗ[ℝ] V} (hE : E.IsSymmetric) {e : V} {μ : ℝ} (he : E e = μ • e)
    (a : ℝ) (z : V) (n : ℕ) : ⟪e, mix E 0 a z n⟫_ℝ = (1 - a * μ) ^ n * ⟪e, z⟫_ℝ := by
  induction n with
  | zero => simp [mix]
  | succ n ih =>
    simp only [mix, sub_zero]
    rw [inner_sub_right, real_inner_smul_right, ← hE e, he, real_inner_smul_left, ih]
    ring
```

The familiar stability argument goes wrong at this point if it is run too quickly. From 0 < a < 2/L one concludes |1 − aμ| < 1 and hence convergence, but the strict inequality also needs μ > 0. For μ = 0 the factor equals 1, nothing is damped, and a source in that mode accumulates.

## Removing the source

Suppose b = p + Ey with Ep = 0, and let w start from x₀ − y. Then

    x(n) = y + n a p + w(n).

At n = 0 both sides are x₀. If the formula holds at n, then E x(n) − b = Ey + E w(n) − p − Ey = E w(n) − p, and therefore

    x(n+1) = y + n a p + w(n) − aE w(n) + a p = y + (n+1) a p + w(n+1).

The `simp only` call expands E by linearity and drops Ep, and `module` compares coefficients. Only linearity of E is used, and a is arbitrary.

```lean
/-- If `b = p + E y` with `E p = 0`, then `x(n) = y + n a p + w(n)`, where `w` is the
source-free iteration started at `x₀ - y`. -/
theorem mix_closed_form {E : V →ₗ[ℝ] V} {b p y : V} (hp : E p = 0) (hb : b = p + E y)
    (a : ℝ) (x₀ : V) (n : ℕ) :
    mix E b a x₀ n = y + ((n : ℝ) * a) • p + mix E 0 a (x₀ - y) n := by
  subst hb
  induction n with
  | zero => simp [mix]
  | succ n ih =>
    simp only [mix, ih, map_add, map_smul, hp, smul_zero, sub_zero]
    push_cast
    module
```

## Kernel projector and eigenbasis

From here on V has finite dimension d, written `Module.finrank ℝ V`; d = 0 is allowed. The projector P is `kerProj E`.

```lean
variable [FiniteDimensional ℝ V]

/-- The orthogonal projector `P` onto the kernel of `E`. -/
def kerProj (E : V →ₗ[ℝ] V) : V →L[ℝ] V := (LinearMap.ker E).starProjection
```

The spectral theorem gives an orthonormal basis e_i of eigenvectors, E e_i = μ_i e_i, with i running from 0 to d − 1. Since ‖e_i‖ = 1,

    μ_i = ⟨e_i, E e_i⟩ ≥ 0,

and μ_i ≤ L because e_i ≠ 0. Mathlib supplies `eigenvectorBasis` and `eigenvalues`; the two bounds come from the fields `nonneg` and `eig_le`.

```lean
/-- A response operator has an orthonormal eigenbasis with eigenvalues in `[0, L]`. -/
theorem exists_eigenbasis {E : V →ₗ[ℝ] V} {L : ℝ} (hE : IsResponse E L) :
    ∃ (e : OrthonormalBasis (Fin (Module.finrank ℝ V)) ℝ V) (μ : Fin (Module.finrank ℝ V) → ℝ),
      ∀ i, E (e i) = μ i • e i ∧ 0 ≤ μ i ∧ μ i ≤ L := by
  refine ⟨hE.sym.eigenvectorBasis rfl, hE.sym.eigenvalues rfl, fun i => ?_⟩
  have h : E (hE.sym.eigenvectorBasis rfl i)
      = hE.sym.eigenvalues rfl i • hE.sym.eigenvectorBasis rfl i := by
    exact hE.sym.apply_eigenvectorBasis rfl i
  refine ⟨h, ?_, hE.eig_le _ _ ((hE.sym.eigenvectorBasis rfl).orthonormal.ne_zero i) h⟩
  have h0 := hE.nonneg (hE.sym.eigenvectorBasis rfl i)
  rw [h, real_inner_smul_right, real_inner_self_eq_norm_sq,
    (hE.sym.eigenvectorBasis rfl).orthonormal.1 i] at h0
  simpa using h0
```

## Splitting the source and solvability

The closed form needs a splitting of b, and p = Pb provides it. If v is orthogonal to the range of E, it is in particular orthogonal to the range vector E(Ev), and symmetry gives

    0 = ⟨E(Ev), v⟩ = ⟨Ev, Ev⟩,

so Ev = 0. Conversely Ev = 0 gives ⟨Eu, v⟩ = ⟨u, Ev⟩ = 0 for all u. Hence (range E)⊥ = ker E, which is `h1`. In finite dimension the double complement of a subspace is the subspace, so (ker E)⊥ = range E, which is `h2`. As b − Pb lies in (ker E)⊥, it equals Ey for some y.

```lean
/-- For symmetric `E`, the vector `P b` is annihilated by `E`, and `b = P b + E y` for some
`y`. -/
theorem source_split {E : V →ₗ[ℝ] V} (hE : E.IsSymmetric) (b : V) :
    E (kerProj E b) = 0 ∧ ∃ y, b = kerProj E b + E y := by
  refine ⟨LinearMap.mem_ker.mp (Submodule.starProjection_apply_mem _ b), ?_⟩
  -- the orthogonal complement of the range is the kernel
  have h1 : (LinearMap.range E)ᗮ = LinearMap.ker E := by
    ext v
    rw [Submodule.mem_orthogonal, LinearMap.mem_ker]
    constructor
    · intro h
      have h2 := h (E (E v)) ⟨_, rfl⟩
      rw [hE (E v) v] at h2
      exact inner_self_eq_zero.mp h2
    · rintro h _ ⟨u, rfl⟩
      rw [hE u v, h, inner_zero_right]
  have h2 : (LinearMap.ker E)ᗮ = LinearMap.range E := by
    rw [← h1, Submodule.orthogonal_orthogonal]
  have h3 : b - kerProj E b ∈ (LinearMap.ker E)ᗮ :=
    Submodule.sub_starProjection_mem_orthogonal b
  rw [h2] at h3
  obtain ⟨y, hy⟩ := h3
  exact ⟨y, by rw [hy]; abel⟩
```

This identifies Pb as the obstruction to self-consistency. Write p = Pb and b = p + Ey′. If Ey = b, then E(y − y′) = p and

    ⟨p, p⟩ = ⟨E(y − y′), p⟩ = ⟨y − y′, Ep⟩ = 0.

If p = 0, then y′ solves the equation. Symmetry is the only property of E that `solvable_iff` uses.

```lean
/-- For symmetric `E`, the self-consistency equation `E y = b` is solvable exactly when
`P b = 0`. -/
theorem solvable_iff {E : V →ₗ[ℝ] V} (hE : E.IsSymmetric) (b : V) :
    (∃ y, E y = b) ↔ kerProj E b = 0 := by
  obtain ⟨hp, y', hy'⟩ := source_split hE b
  generalize kerProj E b = p at hp hy' ⊢
  constructor
  · rintro ⟨y, hy⟩
    have h1 : E (y - y') = p := by rw [map_sub, hy, hy']; abel
    have h2 := hE (y - y') p
    rw [h1, hp, inner_zero_right] at h2
    exact inner_self_eq_zero.mp h2
  · rintro rfl
    exact ⟨y', by rw [hy', zero_add]⟩
```

## The source-free part stays bounded

Let a ≥ 0 and aL ≤ 2. Each t = aμ_i lies in [0, 2], so (1 − t)² − 1 = t(t − 2) ≤ 0. Parseval's identity then gives

    ‖w(n)‖² = Σ_i (1 − aμ_i)²ⁿ ⟨e_i, z⟩² ≤ Σ_i ⟨e_i, z⟩² = ‖z‖².

In the proof `parseval` is the identity, `Finset.sum_le_sum` reduces to one mode, and `nlinarith` proves the bound on (1 − t)².

```lean
/-- For `a ≥ 0` and `a L ≤ 2` the source-free iterates never exceed the starting vector in
norm. -/
theorem norm_mix_free_le {E : V →ₗ[ℝ] V} {L a : ℝ} (hE : IsResponse E L) (ha : 0 ≤ a)
    (haL : a * L ≤ 2) (z : V) (n : ℕ) : ‖mix E 0 a z n‖ ≤ ‖z‖ := by
  obtain ⟨e, μ, h⟩ := exists_eigenbasis hE
  have parseval : ∀ v : V, ‖v‖ ^ 2 = ∑ i, ⟪e i, v⟫_ℝ ^ 2 := fun v => by
    rw [← real_inner_self_eq_norm_sq, ← e.sum_inner_mul_inner v v]
    exact Finset.sum_congr rfl fun i _ => by rw [real_inner_comm (e i) v, sq]
  refine (sq_le_sq₀ (norm_nonneg _) (norm_nonneg _)).mp ?_
  rw [parseval, parseval]
  refine Finset.sum_le_sum fun i _ => ?_
  -- each amplification factor has modulus at most one
  have h0 : 0 ≤ a * μ i := mul_nonneg ha (h i).2.1
  have h2 : a * μ i ≤ a * L := mul_le_mul_of_nonneg_left (h i).2.2 ha
  have h1 : (1 - a * μ i) ^ 2 ≤ 1 := by nlinarith
  rw [mix_mode hE.sym (h i).1, mul_pow, ← pow_mul, mul_comm n 2, pow_mul]
  exact mul_le_of_le_one_left (sq_nonneg _) (pow_le_one₀ (sq_nonneg _) h1)
```

The closed form and the triangle inequality now give, for every n,

    ‖x(n) − n a Pb‖ = ‖y + w(n)‖ ≤ ‖y‖ + ‖x₀ − y‖.

The right-hand side is the constant `C` supplied in the proof; the statement records only that some constant exists.

```lean
/-- For `a ≥ 0` and `a L ≤ 2` the iterates stay within a fixed distance of the uniform
drift `n a P b`. -/
theorem deviation_bounded {E : V →ₗ[ℝ] V} {L a : ℝ} (hE : IsResponse E L) (ha : 0 ≤ a)
    (haL : a * L ≤ 2) (b x₀ : V) :
    ∃ C, ∀ n : ℕ, ‖mix E b a x₀ n - ((n : ℝ) * a) • kerProj E b‖ ≤ C := by
  obtain ⟨hp, y, hy⟩ := source_split hE.sym b
  refine ⟨‖y‖ + ‖x₀ - y‖, fun n => ?_⟩
  have h : mix E b a x₀ n - ((n : ℝ) * a) • kerProj E b = y + mix E 0 a (x₀ - y) n := by
    rw [mix_closed_form hp hy a x₀ n]; abel
  have h1 := norm_mix_free_le hE ha haL (x₀ - y) n
  have h2 := norm_add_le y (mix E 0 a (x₀ - y) n)
  rw [h]
  linarith
```

## Drift velocity and boundedness

A sequence u(n) with ‖u(n)‖ ≤ C has ‖u(n)/n‖ ≤ C/n → 0; this is `key`. Applied to u(n) = x(n) − n a Pb, and with

    x(n)/n = u(n)/n + a Pb   for n ≥ 1,

it gives x(n)/n → aPb. The `filter_upwards` line restricts to n ≠ 0, so Lean's value 0⁻¹ = 0 plays no part in the limit. If Pb = 0 the deviation bound is already a bound on x(n). If x(n) is bounded, `key` gives x(n)/n → 0, uniqueness of limits gives aPb = 0, and a ≠ 0 finishes.

In words, `drift` says: for every response operator with bound L, every a > 0 with aL ≤ 2, every source b and every start x₀, the vectors `(n : ℝ)⁻¹ • mix E b a x₀ n` converge in norm to `a • kerProj E b`, and a constant bounding all ‖x(n)‖ exists if and only if Pb = 0. The product form of the step condition contains 0 < a < 2/L for L > 0, adds the endpoint a = 2/L, and admits L = 0, where E = 0 and x(n) = x₀ + n a b. Bounded is weaker than convergent, and convergence of x(n) is not stated. A rate for x(n)/n is not part of `drift` either, but the deviation bound supplies one: ‖x(n)/n − aPb‖ ≤ C/n for n ≥ 1. Nonlinear F, non-symmetric E and variable steps are not covered.

```lean
/-- For `a > 0` and `a L ≤ 2` the mixing iterates satisfy `x(n)/n → a P b`, and they are
bounded exactly when `P b = 0`. -/
theorem drift {E : V →ₗ[ℝ] V} {L a : ℝ} (hE : IsResponse E L) (ha : 0 < a)
    (haL : a * L ≤ 2) (b x₀ : V) :
    Tendsto (fun n : ℕ => (n : ℝ)⁻¹ • mix E b a x₀ n) atTop (𝓝 (a • kerProj E b)) ∧
      ((∃ C, ∀ n, ‖mix E b a x₀ n‖ ≤ C) ↔ kerProj E b = 0) := by
  -- a bounded sequence divided by `n` tends to zero
  have key : ∀ (u : ℕ → V) (C : ℝ), (∀ n, ‖u n‖ ≤ C) →
      Tendsto (fun n : ℕ => (n : ℝ)⁻¹ • u n) atTop (𝓝 0) := fun u C h => by
    have hb : ∀ n : ℕ, ‖(n : ℝ)⁻¹ • u n‖ ≤ C / (n : ℝ) := fun n => by
      rw [norm_smul, norm_inv, Real.norm_natCast, div_eq_inv_mul]
      exact mul_le_mul_of_nonneg_left (h n) (by positivity)
    exact squeeze_zero_norm hb (tendsto_const_div_atTop_nhds_zero_nat C)
  obtain ⟨C, hC⟩ := deviation_bounded hE ha.le haL b x₀
  have hlim : Tendsto (fun n : ℕ => (n : ℝ)⁻¹ • mix E b a x₀ n) atTop
      (𝓝 (a • kerProj E b)) := by
    have h1 := (key _ C hC).add_const (a • kerProj E b)
    rw [zero_add] at h1
    refine h1.congr' ?_
    filter_upwards [eventually_ne_atTop 0] with n hn
    have hn' : (n : ℝ) ≠ 0 := Nat.cast_ne_zero.mpr hn
    rw [smul_sub, smul_smul, inv_mul_cancel_left₀ hn', sub_add_cancel]
  refine ⟨hlim, ?_, fun h => ⟨C, fun n => by simpa [h] using hC n⟩⟩
  rintro ⟨D, hD⟩
  exact (smul_eq_zero.mp (tendsto_nhds_unique hlim (key _ D hD))).resolve_left ha.ne'
```

## The residual for aL < 2

The residual is r(n) = E x(n) − b = E w(n) − Pb, and expanding in the eigenbasis with z = x₀ − y,

    E w(n) = Σ_i μ_i (1 − aμ_i)ⁿ ⟨e_i, x₀ − y⟩ e_i.

A term with μ_i = 0 vanishes identically. For μ_i > 0 one has 0 < aμ_i ≤ aL < 2, so |1 − aμ_i| < 1 and the term decays geometrically. The sum is finite, hence r(n) → −Pb. In the proof `hw` is the expansion, `rcases` separates the two kinds of mode, and `tendsto_finsetSum` adds the limits. In this linear model the residual norm thus levels off at ‖Pb‖, independently of a.

```lean
/-- For `a > 0` and `a L < 2` the residual `E x(n) - b` converges to `-P b`. -/
theorem residual_tendsto {E : V →ₗ[ℝ] V} {L a : ℝ} (hE : IsResponse E L) (ha : 0 < a)
    (haL : a * L < 2) (b x₀ : V) :
    Tendsto (fun n => E (mix E b a x₀ n) - b) atTop (𝓝 (-kerProj E b)) := by
  obtain ⟨e, μ, h⟩ := exists_eigenbasis hE
  obtain ⟨hp, y, hy⟩ := source_split hE.sym b
  generalize kerProj E b = p at hp hy ⊢
  have hw : ∀ n, E (mix E 0 a (x₀ - y) n)
      = ∑ i, (μ i * ((1 - a * μ i) ^ n * ⟪e i, x₀ - y⟫_ℝ)) • e i := fun n =>
    (e.sum_repr' _).symm.trans (Finset.sum_congr rfl fun i _ => by
      rw [← hE.sym (e i), (h i).1, real_inner_smul_left, mix_mode hE.sym (h i).1])
  -- every mode of `E w(n)` vanishes or decays geometrically
  have hm : ∀ i ∈ Finset.univ, Tendsto
      (fun n : ℕ => (μ i * ((1 - a * μ i) ^ n * ⟪e i, x₀ - y⟫_ℝ)) • e i) atTop (𝓝 0) := by
    intro i _
    rcases (h i).2.1.eq_or_lt with h0 | h0
    · simp [← h0]
    · have h1 : 0 < a * μ i := mul_pos ha h0
      have h2 : a * μ i ≤ a * L := mul_le_mul_of_nonneg_left (h i).2.2 ha.le
      have h3 : |1 - a * μ i| < 1 := abs_lt.mpr ⟨by linarith, by linarith⟩
      have h4 := (((tendsto_pow_atTop_nhds_zero_of_abs_lt_one h3).mul_const
        ⟪e i, x₀ - y⟫_ℝ).const_mul (μ i)).smul_const (e i)
      rwa [zero_mul, mul_zero, zero_smul] at h4
  have hs := (tendsto_finsetSum Finset.univ hm).sub_const p
  rw [Finset.sum_const_zero, zero_sub] at hs
  refine hs.congr fun n => ?_
  rw [← hw n, mix_closed_form hp hy a x₀ n, hy]
  simp only [map_add, map_smul, hp, smul_zero]
  abel
```

## A quadratic-form bound and infinite dimension

The bound on E might have been stated as ⟨v, Ev⟩ ≤ L‖v‖² for all v. For symmetric E in finite dimension this is equivalent to `eig_le`, so the theorems would be the same. It is the form that remains meaningful on an infinite-dimensional Hilbert space, where a bound on eigenvalues says nothing about continuous spectrum. There the range of E need not be closed, b − Pb need not equal any Ey, and Pb = 0 would no longer be enough for bounded iterates. These comparisons, like the endpoint example below, are argued in prose only and have no Lean proof here.

## Two sites

The Laplacian on sites 0 and 1 acts on v = (v₀, v₁) as

    Ev = (v₀ − v₁, v₁ − v₀),   ⟨v, Ev⟩ = (v₀ − v₁)².

```lean
/-- The two-site Laplacian `(u, v) ↦ (u - v, v - u)`. -/
def dimer : EuclideanSpace ℝ (Fin 2) →ₗ[ℝ] EuclideanSpace ℝ (Fin 2) where
  toFun v := !₂[v 0 - v 1, v 1 - v 0]
  map_add' u v := by ext i; fin_cases i <;> simp <;> ring
  map_smul' c v := by ext i; fin_cases i <;> simp <;> ring
```

For the eigenvalue bound suppose μ > 2. Adding the two component equations gives μ(v₀ + v₁) = 0, so v₁ = −v₀; then (μ − 2)v₀ = 0, so v = 0, which is excluded. The theorem `dimer_witness` states that `dimer` is a response operator with L = 2, that it sends (1, 0) to (1, −1) and so is nonzero, and that P fixes (1, 1), so its kernel is nontrivial. The normalised zero mode is (1, 1)/√2. With b = (1, 1) and 0 < a ≤ 1, `drift` gives velocity a(1, 1), of norm a√2. At the endpoint a = 1 the mode (1, −1)/√2 has μ = 2 and factor −1: it flips sign at every step, stays bounded, and keeps the residual oscillating whenever it is present in x₀ − y, which is why the residual limit asks for aL < 2.

```lean
/-- The two-site Laplacian is a response operator with `L = 2`; it maps `(1, 0)` to
`(1, -1)` and its kernel projector fixes `(1, 1)`. -/
theorem dimer_witness : IsResponse dimer 2 ∧ dimer !₂[1, 0] = !₂[1, -1] ∧
    kerProj dimer !₂[1, 1] = !₂[1, 1] := by
  refine ⟨⟨fun u v => ?_, fun v => ?_, fun μ v hv h => ?_⟩, ?_, ?_⟩
  · simp [dimer, PiLp.inner_apply, Fin.sum_univ_two]
    ring
  · simp [dimer, PiLp.inner_apply, Fin.sum_univ_two]
    nlinarith [sq_nonneg (v 0 - v 1)]
  · have h0 : v 0 - v 1 = μ * v 0 := by simpa [dimer] using congrArg (fun w => w 0) h
    have h1 : v 1 - v 0 = μ * v 1 := by simpa [dimer] using congrArg (fun w => w 1) h
    by_contra hμ
    have hμ' : 2 < μ := not_le.mp hμ
    have h2 : μ * (v 0 + v 1) = 0 := by linear_combination -h0 - h1
    have hs : v 0 + v 1 = 0 := (mul_eq_zero.mp h2).resolve_left (by linarith)
    have h3 : (μ - 2) * v 0 = 0 := by linear_combination -h0 - hs
    have h4 : v 0 = 0 := (mul_eq_zero.mp h3).resolve_left (by linarith)
    have h5 : v 1 = 0 := by linarith
    apply hv
    ext i
    fin_cases i <;> simp [h4, h5]
  · ext i
    fin_cases i <;> simp [dimer]
  · refine Submodule.starProjection_eq_self_iff.mpr (LinearMap.mem_ker.mpr ?_)
    ext i
    fin_cases i <;> simp [dimer]

end

end LinearMixingDrift
```

```lean
#print axioms LinearMixingDrift.solvable_iff
#print axioms LinearMixingDrift.drift
#print axioms LinearMixingDrift.residual_tendsto
```

```
'LinearMixingDrift.solvable_iff' depends on axioms: [propext, Classical.choice, Quot.sound]
'LinearMixingDrift.drift' depends on axioms: [propext, Classical.choice, Quot.sound]
'LinearMixingDrift.residual_tendsto' depends on axioms: [propext, Classical.choice, Quot.sound]
```
